# The number of Wick terms with $k$ contractions among $n \ge 2k$ operators is $n!/(2^k\,k!\,(n-2k)!)$

Label the operators in a product by their positions, so that an operator occurring twice carries two labels. Let $s$ be the finite set of labels and $n=|s|$. A contraction is a two-element subset of $s$. A Wick term with $k$ contractions is a set of $k$ pairwise disjoint contractions, and the $n-2k$ operators left over stand in normal order. The case $k=0$ is the fully normal-ordered product, which counts as one term.

These conventions keep only the pairing structure of Wick's theorem. The operator identity itself, the fermionic signs and the values of the contractions do not enter. In many-body theory the count, summed over $k$, gives the number of terms in the formal Wick expansion of a product of $n$ creation and annihilation operators, before terms with vanishing contractions are dropped.

```lean
import Mathlib

open Finset

namespace WickContractionCount
```

The odd double factorial is defined as a product of $k$ factors,

$$(2k-1)!! = \prod_{i=0}^{k-1}(2i+1),$$

so $(-1)!!=1$ is the empty product.

```lean
/-- The odd double factorial `(2k-1)!! = 1 · 3 · 5 ⋯ (2k-1)`, a product of `k` factors,
equal to `1` for `k = 0`. -/
def oddDF (k : ℕ) : ℕ := ∏ i ∈ Finset.range k, (2 * i + 1)
```

To build a term, choose the $2k$ operators to be contracted and then pair them up. This suggests the number

$$T(n,k)=\binom{n}{2k}(2k-1)!!.$$

Here it is a definition; that it counts the terms is proved further down.

```lean
/-- The number `T(n,k) = C(n,2k) (2k-1)!!`. -/
def wickTermCount (n k : ℕ) : ℕ := n.choose (2 * k) * oddDF k
```

The terms themselves form a finite set. In `contractionPatterns s k`, the inner `powersetCard 2` lists the possible contractions, the outer `powersetCard k` chooses $k$ of them, and the filter keeps the choices in which no operator is used twice. Since these are sets, neither the order of the contractions nor the order within one matters.

```lean
open scoped Classical in
/-- The Wick terms with `k` contractions among operators labelled by `s`: sets of `k` pairs of
operators in which no two pairs share an operator. -/
noncomputable def contractionPatterns {α : Type*} (s : Finset α) (k : ℕ) :
    Finset (Finset (Finset α)) :=
  ((s.powersetCard 2).powersetCard k).filter
    (fun P => ∀ p ∈ P, ∀ q ∈ P, p ≠ q → Disjoint p q)
```

## The factorial identity for $T(n,k)$

The product agrees with Mathlib's double factorial: both sides equal 1 at $k=0$, and both obey $(2k+3)!!=(2k+3)\,(2k+1)!!$.

```lean
/-- The product `1 · 3 ⋯ (2k+1)` is the double factorial `(2k+1)!!`. -/
theorem oddDF_succ_eq_doubleFactorial (k : ℕ) :
    oddDF (k + 1) = Nat.doubleFactorial (2 * k + 1) := by
  induction k with
  | zero => rfl
  | succ k ih =>
    have h : 2 * (k + 1) + 1 = (2 * k + 1) + 2 := by ring
    have hs : oddDF (k + 1 + 1) = oddDF (k + 1) * (2 * (k + 1) + 1) := by
      simp only [oddDF, Finset.prod_range_succ]
    rw [hs, h, Nat.doubleFactorial_add_two, ← ih]
    ring
```

Next, $(2k-1)!!\,2^k\,k!=(2k)!$. At $k=0$ both sides are 1. If the identity holds for $k$, then

$$(2k+1)!!\,2^{k+1}(k+1)! = (2k+1)(2k+2)\,\bigl[(2k-1)!!\,2^k k!\bigr] = (2k+2)!.$$

The Lean induction unfolds the two factorials in the same way and leaves the rearrangement to `ring`.

```lean
/-- The identity `(2k-1)!! · 2^k · k! = (2k)!`. -/
theorem oddDF_mul (k : ℕ) : oddDF k * 2 ^ k * k.factorial = (2 * k).factorial := by
  induction k with
  | zero => simp [oddDF]
  | succ k ih =>
    have h : 2 * (k + 1) = 2 * k + 1 + 1 := by ring
    have hs : oddDF (k + 1) = oddDF k * (2 * k + 1) := by
      simp only [oddDF, Finset.prod_range_succ]
    rw [h, Nat.factorial_succ (2 * k + 1), Nat.factorial_succ (2 * k), ← ih, hs,
      Nat.factorial_succ k]
    ring
```

For $2k\le n$, inserting this into the binomial identity gives

$$T(n,k)\,2^k\,k!\,(n-2k)! = \binom{n}{2k}(2k)!\,(n-2k)! = n!.$$

The hypothesis `h` ensures that the natural-number subtraction `n - 2 * k` is the ordinary one.

```lean
/-- For `2k ≤ n`, `T(n,k) · 2^k · k! · (n-2k)! = n!`. -/
theorem wickTermCount_mul {n k : ℕ} (h : 2 * k ≤ n) :
    wickTermCount n k * 2 ^ k * k.factorial * (n - 2 * k).factorial = n.factorial := by
  calc wickTermCount n k * 2 ^ k * k.factorial * (n - 2 * k).factorial
      = n.choose (2 * k) * (oddDF k * 2 ^ k * k.factorial) * (n - 2 * k).factorial := by
        unfold wickTermCount
        ring
    _ = n.factorial := by
        rw [oddDF_mul]
        exact Nat.choose_mul_factorial_mul_factorial h
```

Dividing by the nonzero factor $2^k\,k!\,(n-2k)!$ yields

$$T(n,k)=\frac{n!}{2^k\,k!\,(n-2k)!}.$$

The quotient is taken in the rationals, so no rounding is hidden in the division.

```lean
/-- For `2k ≤ n`, the closed factorial form `T(n,k) = n! / (2^k k! (n-2k)!)`. -/
theorem wickTermCount_closed_form {n k : ℕ} (h : 2 * k ≤ n) :
    (wickTermCount n k : ℚ) =
      (n.factorial : ℚ) / (2 ^ k * (k.factorial : ℚ) * ((n - 2 * k).factorial : ℚ)) := by
  have hne : (2 ^ k * (k.factorial : ℚ) * ((n - 2 * k).factorial : ℚ)) ≠ 0 := by positivity
  have h2 : wickTermCount n k * (2 ^ k * k.factorial * (n - 2 * k).factorial)
      = n.factorial := by
    rw [← wickTermCount_mul h]
    ring
  rw [eq_div_iff hne]
  exact_mod_cast h2
```

For four operators, $T(4,0)=1$, $T(4,1)=6$ and $T(4,2)=3$. The three doubly contracted terms are $\{12,34\}$, $\{13,24\}$ and $\{14,23\}$, and the identity reads $3\cdot 2^2\cdot 2!\cdot 0!=24=4!$. The full expansion has $1+6+3=10$ terms.

## Counting the terms by marking one contraction

Write $N(s,k)$ for the number of Wick terms with $k$ contractions on $s$. The first lemma restates membership in the form used below: every member of $P$ is a pair from $s$, there are $k$ members, and distinct members are disjoint.

```lean
/-- `P` is a Wick term with `k` contractions exactly when its members are pairs of operators
from `s`, there are `k` of them, and distinct pairs are disjoint. -/
theorem mem_contractionPatterns {α : Type*} {s : Finset α} {k : ℕ} {P : Finset (Finset α)} :
    P ∈ contractionPatterns s k ↔
      (∀ p ∈ P, p ⊆ s ∧ p.card = 2) ∧ P.card = k ∧
        ∀ p ∈ P, ∀ q ∈ P, p ≠ q → Disjoint p q := by
  classical
  unfold contractionPatterns
  rw [Finset.mem_filter, Finset.mem_powersetCard]
  constructor
  · rintro ⟨⟨h1, h2⟩, h3⟩
    exact ⟨fun p hp => Finset.mem_powersetCard.mp (h1 hp), h2, h3⟩
  · rintro ⟨h1, h2, h3⟩
    exact ⟨⟨Finset.subset_iff.mpr (fun p hp => Finset.mem_powersetCard.mpr (h1 p hp)), h2⟩, h3⟩
```

Fix a pair $p\subseteq s$. Deleting $p$ from a term with $k+1$ contractions that contains it leaves $k$ contractions, all disjoint from $p$, hence a term on $s\setminus p$. Conversely, adding $p$ to a term on $s\setminus p$ gives a term on $s$ containing $p$. The two operations undo each other, so the two sets of terms are equally large.

In the proof, `h1` and `h2` show that `erase` and `insert` land in the right sets, `hnot` shows that $p$ was not already present, and `Finset.card_bij'` turns the inverse maps into equal cardinalities.

```lean
/-- The terms with `k+1` contractions that contain a given pair `p` are as many as the terms
with `k` contractions among the operators outside `p`. -/
theorem card_patterns_containing {α : Type*} [DecidableEq α] {s p : Finset α} (k : ℕ)
    (hps : p ⊆ s) (hp : p.card = 2) :
    ((contractionPatterns s (k + 1)).filter (fun P => p ∈ P)).card =
      (contractionPatterns (s \ p) k).card := by
  -- removing `p` leaves a term on the remaining operators
  have h1 : ∀ P ∈ (contractionPatterns s (k + 1)).filter (fun P => p ∈ P),
      P.erase p ∈ contractionPatterns (s \ p) k := by
    intro P hP
    obtain ⟨hP', hpP⟩ := Finset.mem_filter.mp hP
    obtain ⟨ha, hc, hd⟩ := mem_contractionPatterns.mp hP'
    refine mem_contractionPatterns.mpr ⟨?_, ?_, ?_⟩
    · intro q hq
      obtain ⟨hqp, hqP⟩ := Finset.mem_erase.mp hq
      exact ⟨Finset.subset_sdiff.mpr ⟨(ha q hqP).1, hd q hqP p hpP hqp⟩, (ha q hqP).2⟩
    · have hce := Finset.card_erase_of_mem hpP
      omega
    · intro q hq r hr hqr
      exact hd q (Finset.mem_of_mem_erase hq) r (Finset.mem_of_mem_erase hr) hqr
  have hnot : ∀ Q ∈ contractionPatterns (s \ p) k, p ∉ Q := by
    intro Q hQ hpQ
    have hsub := ((mem_contractionPatterns.mp hQ).1 p hpQ).1
    have hdis := (Finset.subset_sdiff.mp hsub).2
    obtain ⟨x, hx⟩ : p.Nonempty := Finset.card_pos.mp (by omega)
    exact Finset.disjoint_left.mp hdis hx hx
  -- adding `p` back is the inverse operation
  have h2 : ∀ Q ∈ contractionPatterns (s \ p) k,
      insert p Q ∈ (contractionPatterns s (k + 1)).filter (fun P => p ∈ P) := by
    intro Q hQ
    obtain ⟨ha, hc, hd⟩ := mem_contractionPatterns.mp hQ
    refine Finset.mem_filter.mpr
      ⟨mem_contractionPatterns.mpr ⟨?_, ?_, ?_⟩, Finset.mem_insert_self p Q⟩
    · intro q hq
      rcases Finset.mem_insert.mp hq with h | h
      · rw [h]
        exact ⟨hps, hp⟩
      · exact ⟨(Finset.subset_sdiff.mp (ha q h).1).1, (ha q h).2⟩
    · rw [Finset.card_insert_of_notMem (hnot Q hQ), hc]
    · intro q hq r hr hqr
      rcases Finset.mem_insert.mp hq with h | h
      · rcases Finset.mem_insert.mp hr with h' | h'
        · exact absurd (h.trans h'.symm) hqr
        · rw [h]
          exact (Finset.subset_sdiff.mp (ha r h').1).2.symm
      · rcases Finset.mem_insert.mp hr with h' | h'
        · rw [h']
          exact (Finset.subset_sdiff.mp (ha q h).1).2
        · exact hd q h r h' hqr
  exact Finset.card_bij' (fun P _ => P.erase p) (fun Q _ => insert p Q) h1 h2
    (fun P hP => Finset.insert_erase (Finset.mem_filter.mp hP).2)
    (fun Q hQ => Finset.erase_insert (hnot Q hQ))
```

Now count terms with $k+1$ contractions, one of them marked. Each term offers $k+1$ choices of mark. Choosing the marked pair first and completing the term afterwards gives the same total:

$$(k+1)\,N(s,k+1)=\sum_{p\subseteq s,\ |p|=2}N(s\setminus p,\,k).$$

The exchange of the two sums is `hA`, and the $k+1$ choices per term are `hB`.

```lean
/-- `k+1` times the number of terms with `k+1` contractions is the sum, over all pairs `p`,
of the number of terms with `k` contractions among the operators outside `p`. -/
theorem marked_pair_count {α : Type*} [DecidableEq α] (s : Finset α) (k : ℕ) :
    (k + 1) * (contractionPatterns s (k + 1)).card =
      ∑ p ∈ s.powersetCard 2, (contractionPatterns (s \ p) k).card := by
  -- count (term, marked contraction) in both orders
  have hA : ∑ p ∈ s.powersetCard 2,
        ((contractionPatterns s (k + 1)).filter (fun P => p ∈ P)).card =
      ∑ P ∈ contractionPatterns s (k + 1),
        ((s.powersetCard 2).filter (fun p => p ∈ P)).card := by
    simp only [Finset.card_filter]
    exact Finset.sum_comm
  have hB : ∀ P ∈ contractionPatterns s (k + 1),
      ((s.powersetCard 2).filter (fun p => p ∈ P)).card = k + 1 := by
    intro P hP
    obtain ⟨ha, hc, -⟩ := mem_contractionPatterns.mp hP
    have hEq : (s.powersetCard 2).filter (fun p => p ∈ P) = P := by
      ext q
      rw [Finset.mem_filter, Finset.mem_powersetCard]
      exact ⟨fun h => h.2, fun h => ⟨ha q h, h⟩⟩
    rw [hEq, hc]
  calc (k + 1) * (contractionPatterns s (k + 1)).card
      = ∑ _P ∈ contractionPatterns s (k + 1), (k + 1) := by
        rw [Finset.sum_const, smul_eq_mul]
        exact Nat.mul_comm _ _
    _ = ∑ P ∈ contractionPatterns s (k + 1),
          ((s.powersetCard 2).filter (fun p => p ∈ P)).card :=
        (Finset.sum_congr rfl hB).symm
    _ = ∑ p ∈ s.powersetCard 2,
          ((contractionPatterns s (k + 1)).filter (fun P => p ∈ P)).card := hA.symm
    _ = ∑ p ∈ s.powersetCard 2, (contractionPatterns (s \ p) k).card :=
        Finset.sum_congr rfl (fun p hp => card_patterns_containing k
          (Finset.mem_powersetCard.mp hp).1 (Finset.mem_powersetCard.mp hp).2)
```

Let $|s|=2k+m$, with $m$ operators left uncontracted. The claim is

$$N(s,k)\,2^k\,k!\,m!=(2k+m)!.$$

For $k=0$ the only term is the empty set of contractions, and both sides are $m!$. For the step, let $|s|=2(k+1)+m$. Each $s\setminus p$ has $2k+m$ elements, so by the induction hypothesis every pair contributes equally to the sum:

$$(k+1)\,N(s,k+1)\,2^k\,k!\,m!=\binom{2k+m+2}{2}(2k+m)!.$$

Multiplying by 2 turns the left side into $N(s,k+1)\,2^{k+1}(k+1)!\,m!$ and the right side into $(2k+m+2)!$. The three stages are `hterm`, `hsum` and `hch`. The induction is stated for all $s$ at once because it is applied to the smaller set $s\setminus p$.

```lean
/-- Among `2k + m` operators, the number `N` of terms with `k` contractions satisfies
`N · 2^k · k! · m! = (2k+m)!`. -/
theorem card_patterns_mul {α : Type*} (k m : ℕ) (s : Finset α) (hs : s.card = 2 * k + m) :
    (contractionPatterns s k).card * 2 ^ k * k.factorial * m.factorial
      = (2 * k + m).factorial := by
  classical
  induction k generalizing s with
  | zero =>
    have h0 : contractionPatterns s 0 = {∅} := by
      ext P
      rw [mem_contractionPatterns, Finset.mem_singleton]
      constructor
      · rintro ⟨-, hc, -⟩
        exact Finset.card_eq_zero.mp hc
      · rintro rfl
        simp
    rw [h0]
    simp
  | succ k ih =>
    have hdc := marked_pair_count s k
    -- every marked pair contributes the same amount
    have hterm : ∀ p ∈ s.powersetCard 2,
        (contractionPatterns (s \ p) k).card * (2 ^ k * k.factorial * m.factorial)
          = (2 * k + m).factorial := by
      intro p hp
      obtain ⟨hps, hp2⟩ := Finset.mem_powersetCard.mp hp
      have hcard : (s \ p).card = 2 * k + m := by
        have hsd := Finset.card_sdiff_add_card_eq_card hps
        omega
      rw [← ih (s \ p) hcard]
      ring
    have hsum : (k + 1) * (contractionPatterns s (k + 1)).card
        * (2 ^ k * k.factorial * m.factorial)
        = s.card.choose 2 * (2 * k + m).factorial := by
      rw [hdc, Finset.sum_mul, Finset.sum_congr rfl hterm, Finset.sum_const,
        Finset.card_powersetCard, smul_eq_mul]
    -- the number of ways to choose the marked pair
    have hch : s.card.choose 2 * 2 * (2 * k + m).factorial = (2 * (k + 1) + m).factorial := by
      have h := Nat.choose_mul_factorial_mul_factorial (show 2 ≤ s.card by omega)
      have e : s.card - 2 = 2 * k + m := by omega
      rw [e, Nat.factorial_two] at h
      rw [h, hs]
    calc (contractionPatterns s (k + 1)).card * 2 ^ (k + 1) * (k + 1).factorial * m.factorial
        = 2 * ((k + 1) * (contractionPatterns s (k + 1)).card
            * (2 ^ k * k.factorial * m.factorial)) := by
          rw [Nat.factorial_succ k]
          ring
      _ = s.card.choose 2 * 2 * (2 * k + m).factorial := by
          rw [hsum]
          ring
      _ = (2 * (k + 1) + m).factorial := hch
```

If $|s|<2k$, there are too few operators and $N(s,k)=0$. The same recursion proves it: removing a pair from a set with fewer than $2(k+1)$ elements leaves fewer than $2k$, so every summand vanishes.

```lean
/-- With fewer than `2k` operators there is no term with `k` contractions. -/
theorem card_patterns_eq_zero {α : Type*} (k : ℕ) (s : Finset α) (hs : s.card < 2 * k) :
    (contractionPatterns s k).card = 0 := by
  classical
  induction k generalizing s with
  | zero => omega
  | succ k ih =>
    have hdc := marked_pair_count s k
    have hsum : ∑ p ∈ s.powersetCard 2, (contractionPatterns (s \ p) k).card = 0 := by
      apply Finset.sum_eq_zero
      intro p hp
      obtain ⟨hps, hp2⟩ := Finset.mem_powersetCard.mp hp
      have hsd := Finset.card_sdiff_add_card_eq_card hps
      have hlt : (s \ p).card < 2 * k := by omega
      exact ih (s \ p) hlt
    rw [hsum] at hdc
    rcases Nat.mul_eq_zero.mp hdc with h | h
    · omega
    · exact h
```

## The count equals $T(n,k)$

When $2k\le n$, set $m=n-2k$. Then $N(s,k)$ and $T(n,k)$ both give $n!$ when multiplied by the positive number $2^k\,k!\,m!$, so they are equal. When $2k>n$, both are zero, since $\binom{n}{2k}=0$. The equality therefore holds for every finite $s$ and every $k$.

```lean
/-- The number of Wick terms with `k` contractions among `n` operators is
`T(n,k) = C(n,2k) (2k-1)!!`, for every `n` and `k`. -/
theorem card_patterns_eq_wickTermCount {α : Type*} (s : Finset α) (k : ℕ) :
    (contractionPatterns s k).card = wickTermCount s.card k := by
  by_cases h : 2 * k ≤ s.card
  · obtain ⟨m, hm⟩ := Nat.exists_eq_add_of_le h
    have h1 := card_patterns_mul k m s hm
    have h2 := wickTermCount_mul h
    have e : s.card - 2 * k = m := by omega
    rw [e] at h2
    -- both numbers solve the same factorial identity; cancel the common factor
    have hpos : 0 < 2 ^ k * k.factorial * m.factorial := by positivity
    apply Nat.eq_of_mul_eq_mul_right hpos
    calc (contractionPatterns s k).card * (2 ^ k * k.factorial * m.factorial)
        = (contractionPatterns s k).card * 2 ^ k * k.factorial * m.factorial := by ring
      _ = s.card.factorial := by rw [h1, hm]
      _ = wickTermCount s.card k * 2 ^ k * k.factorial * m.factorial := h2.symm
      _ = wickTermCount s.card k * (2 ^ k * k.factorial * m.factorial) := by ring
  · have hlt : s.card < 2 * k := by omega
    rw [card_patterns_eq_zero k s hlt]
    unfold wickTermCount
    rw [Nat.choose_eq_zero_of_lt hlt, zero_mul]
```

For $n=2k$ the binomial coefficient is 1, and the number of fully contracted terms is $(2k-1)!!$. Suppose the reference state is annihilated by every operator that normal ordering moves to the right, as for the vacuum or for a single Slater determinant with particle and hole operators. A nonempty normal-ordered product then has zero expectation value, so only these terms can contribute to the expectation value in that state.

```lean
/-- Among exactly `2k` operators, the number of terms with `k` contractions is `(2k-1)!!`. -/
theorem card_full_contractions {α : Type*} (s : Finset α) (k : ℕ) (hs : s.card = 2 * k) :
    (contractionPatterns s k).card = oddDF k := by
  rw [card_patterns_eq_wickTermCount, hs]
  unfold wickTermCount
  rw [Nat.choose_self, one_mul]

end WickContractionCount
```

```lean
#print axioms WickContractionCount.oddDF_succ_eq_doubleFactorial
#print axioms WickContractionCount.wickTermCount_closed_form
#print axioms WickContractionCount.card_patterns_eq_wickTermCount
#print axioms WickContractionCount.card_full_contractions
```

```
'WickContractionCount.oddDF_succ_eq_doubleFactorial' depends on axioms: [propext, Classical.choice, Quot.sound]
'WickContractionCount.wickTermCount_closed_form' depends on axioms: [propext, Classical.choice, Quot.sound]
'WickContractionCount.card_patterns_eq_wickTermCount' depends on axioms: [propext, Classical.choice, Quot.sound]
'WickContractionCount.card_full_contractions' depends on axioms: [propext, Classical.choice, Quot.sound]
```
